# Radial moments of a squared Gaussian orbital: orders 1, 2, 4 and 6

For a single unnormalised s-type Gaussian exp(−a r²) with a > 0, the squared amplitude is exp(−2a r²), and the lemma concerns its radial moments Mₙ = ∫₀^∞ rⁿ exp(−2a r²) dr. It states that 4a M₁ = 1, 4π(2a/π)^(3/2) M₂ = 1, 4a M₄ = 3M₂ and 4a M₆ = 5M₄. The second identity says that (2a/π)^(3/2) exp(−2a r²) integrates to one over three-dimensional space, so in the normalised state the last two give ⟨r²⟩ = 3/(4a) and ⟨r⁴⟩ = 15/(16a²). The attempt writes every moment in terms of the Gamma function, takes the recursion from Gamma's functional equation, and gets M₂ from the half-line Gaussian integral M₀.

The failing Lean file:

```lean
import Mathlib

open Real MeasureTheory Set Filter Topology

namespace GaussianMoments

noncomputable section

/-- The radial moment of order `n` of `exp(-b r²)` on the half-line, for `b > 0`. -/
def gaussianMoment (b : ℝ) (n : ℕ) : ℝ :=
  ∫ r in Ioi (0 : ℝ), r ^ n * Real.exp (-b * r ^ 2)

/-- For `a > 0`, the moments of `exp(-2a r²)` of order 1, 2, 4 and 6, the last two
through the recursion that lowers the order by two. -/
theorem gaussian_moments {a : ℝ} (ha : 0 < a) :
    4 * a * gaussianMoment (2 * a) 1 = 1 ∧
    4 * π * √(2 * a / π) ^ 3 * gaussianMoment (2 * a) 2 = 1 ∧
    4 * a * gaussianMoment (2 * a) 4 = 3 * gaussianMoment (2 * a) 2 ∧
    4 * a * gaussianMoment (2 * a) 6 = 5 * gaussianMoment (2 * a) 4 := by
  have hb : 0 < 2 * a := by positivity
  have hbb : (2 * a) * (2 * a)⁻¹ = 1 := mul_inv_cancel₀ hb.ne'
  -- every moment is a Gamma function
  have hG : ∀ n : ℕ, gaussianMoment (2 * a) n
      = (2 * a) ^ (-((n : ℝ) + 1) / 2) * (1 / 2) * Real.Gamma (((n : ℝ) + 1) / 2) := by
    intro n
    have hn : (-1 : ℝ) < n := by
      have : (0 : ℝ) ≤ n := n.cast_nonneg
      linarith
    have h := integral_rpow_mul_exp_neg_mul_rpow (p := 2) two_pos hn hb
    simpa only [Real.rpow_natCast, Real.rpow_two] using h
  -- the functional equation of Gamma gives the recursion
  have hrec : ∀ n : ℕ, 4 * a * gaussianMoment (2 * a) (n + 2)
      = ((n : ℝ) + 1) * gaussianMoment (2 * a) n := by
    intro n
    have e1 : (((n + 2 : ℕ) : ℝ) + 1) / 2 = ((n : ℝ) + 1) / 2 + 1 := by push_cast; ring
    have e2 : -(((n + 2 : ℕ) : ℝ) + 1) / 2 = -((n : ℝ) + 1) / 2 - 1 := by push_cast; ring
    rw [hG, hG, e1, e2, Real.Gamma_add_one (by positivity), Real.rpow_sub_one hb.ne',
      div_eq_mul_inv ((2 * a) ^ (-((n : ℝ) + 1) / 2)) (2 * a)]
    generalize (2 * a) ^ (-((n : ℝ) + 1) / 2) = X
    generalize Real.Gamma (((n : ℝ) + 1) / 2) = G
    generalize (2 * a)⁻¹ = v at *
    linear_combination (X * G * ((n : ℝ) + 1) / 2) * hbb
  have h0 : gaussianMoment (2 * a) 0 = (√(2 * a / π))⁻¹ / 2 := by
    simp only [gaussianMoment, pow_zero, one_mul]
    rw [integral_gaussian_Ioi, ← inv_div (2 * a) π, Real.sqrt_inv]
  have h2 := hrec 0
  have h4 := hrec 2
  have h6 := hrec 4
  norm_num only [Nat.cast_zero, Nat.cast_ofNat] at h2 h4 h6
  refine ⟨?_, ?_, h4, h6⟩
  · have e1 : -(((1 : ℕ) : ℝ) + 1) / 2 = -1 := by norm_num
    have e2 : (((1 : ℕ) : ℝ) + 1) / 2 = 1 := by norm_num
    rw [hG, e1, e2, Real.rpow_neg_one, Real.Gamma_one]
    linear_combination hbb
  · have hs : π * √(2 * a / π) ^ 2 = 2 * a := by
      rw [Real.sq_sqrt (by positivity), mul_div_cancel₀ _ Real.pi_ne_zero]
    have hss : √(2 * a / π) * (√(2 * a / π))⁻¹ = 1 :=
      mul_inv_cancel₀ (Real.sqrt_pos.mpr (by positivity)).ne'
    linear_combination (4 * √(2 * a / π) * gaussianMoment (2 * a) 2) * hs
      + 2 * √(2 * a / π) * h2 + 2 * √(2 * a / π) * h0 + hss

end

end GaussianMoments
```

Lean reports:

```
Main.lean:30:4: error: Type mismatch: After simplification, term
  h
 has type
  @Eq ℝ (∫ (x : ℝ) in Ioi 0, x ^ n * rexp (-(2 * a) * x ^ 2))
    ((2 * a) ^ (-(↑n + 1) / 2) * (1 / 2) * Gamma ((↑n + 1) / 2))
but is expected to have type
  @Eq ℝ (gaussianMoment (2 * a) n) ((2 * a) ^ (-(↑n + 1) / 2) * (1 / 2) * Gamma ((↑n + 1) / 2))
```

Lean accepts the file once it reads:

```diff
@@ -20,5 +20,5 @@
   have hb : 0 < 2 * a := by positivity
   have hbb : (2 * a) * (2 * a)⁻¹ = 1 := mul_inv_cancel₀ hb.ne'
-  -- every moment is a Gamma function
+  -- every moment is a Gamma value times half a power of `2a`
   have hG : ∀ n : ℕ, gaussianMoment (2 * a) n
       = (2 * a) ^ (-((n : ℝ) + 1) / 2) * (1 / 2) * Real.Gamma (((n : ℝ) + 1) / 2) := by
@@ -28,5 +28,5 @@
       linarith
     have h := integral_rpow_mul_exp_neg_mul_rpow (p := 2) two_pos hn hb
-    simpa only [Real.rpow_natCast, Real.rpow_two] using h
+    simpa only [gaussianMoment, Real.rpow_natCast, Real.rpow_two] using h
   -- the functional equation of Gamma gives the recursion
   have hrec : ∀ n : ℕ, 4 * a * gaussianMoment (2 * a) (n + 2)
```

Diagnosis. The one error is in the proof of `hG`, the Gamma formula for the moments. There `h` holds the formula for an explicit integral, while the goal has `gaussianMoment (2 * a) n` on its left-hand side. The two right-hand sides in the message agree.

The call to `simpa only` had just two lemmas, `Real.rpow_natCast` and `Real.rpow_two`. These turn the real powers in the integrand of `h` into natural-number powers, as the definition has them, but neither unfolds `gaussianMoment`. The final comparison did not unfold it either, so Lean reported a type mismatch, although the integral in `h` is just what the definition stands for.

Adding `gaussianMoment` to the list makes `simpa only` replace the name in the goal by its integral, and `h` then fits. The other change, to the comment above `hG`, is mere tidying: it now mentions the factor that multiplies the Gamma value.
